# Ground-state energy error from a preconditioned residual, for a preconditioner comparable to H − e

## Which energy enters the residual

A residual $(H-q)x$ depends on the reference energy $q$. The main theorem takes $q=e$, the exact ground-state energy, because the bounds then hold for every unit trial vector $x$. An eigensolver does not know $e$ in advance and can use the Rayleigh quotient $\langle x,Hx\rangle$ instead. A second theorem gives an upper bound on the error with that choice when the energy of $x$ is already close enough to $e$.

Let $H$ be a real symmetric matrix with $Hu=eu$ and $\|u\|=1$, and let $x$ be a trial vector with $\|x\|=1$. Write $S=H-e$, $r=Sx$ and $\varepsilon=\langle x,Hx\rangle-e=\langle x,Sx\rangle$. The preconditioner $K$ is positive definite, and for constants $c,C>0$

$$\langle v,Sv\rangle\le C\langle v,Kv\rangle\ \text{for all } v,\qquad \langle w,Sw\rangle\ge c\langle w,Kw\rangle\ \text{for } w\perp u.$$

The constants compare $K$ with $H-e$ as quadratic forms, and the two bounds below differ by the factor $C/c$. The second condition also expresses a gap: it makes $e$ the lowest eigenvalue and nondegenerate. Then

$$\frac{\langle r,K^{-1}r\rangle}{C}\le\varepsilon\le\frac{\langle r,K^{-1}r\rangle}{c}.$$

For a finite matrix with known $c$ and $C$, this bounds the energy error from both sides by the preconditioned square of $r$, where $K$ can be, for example, a positive diagonal matrix. Forming $r$ takes the exact $e$, and once $e$ is known the error is simply $\langle x,Hx\rangle-e$. The two-sided bound therefore shows how residual and error are related, and is not an error estimate for a running calculation. The residual formed with the Rayleigh quotient is treated below.

## Two positive squares

Let $Ky=r$ and $\eta=\langle r,K^{-1}r\rangle$, so $\eta=\langle y,r\rangle=\langle y,Ky\rangle$. Put $w=x-\langle u,x\rangle u$. Since $Su=0$ and $S$ is symmetric, $Sw=r$ and $\langle w,r\rangle=\varepsilon$. Hence $\varepsilon=\langle w,Sw\rangle\ge c\langle w,Kw\rangle\ge0$. The same argument for any vector gives $S\ge0$.

For the lower bound, use $S\ge0$ at $y-Cx$:

$$0\le\langle y,Sy\rangle-2C\eta+C^2\varepsilon\le C\eta-2C\eta+C^2\varepsilon=C(C\varepsilon-\eta).$$

For the upper bound, use $K\ge0$ at $y-cw$:

$$0\le\eta-2c\varepsilon+c^2\langle w,Kw\rangle\le\eta-2c\varepsilon+c\varepsilon=\eta-c\varepsilon.$$

## The residual with the Rayleigh quotient

Let $q=\langle x,Hx\rangle$ and $\rho=(H-q)x$, so $r=\rho+\varepsilon x$. Positivity of $K^{-1}$ at $\rho-\varepsilon x$ gives

$$\eta\le2\langle\rho,K^{-1}\rho\rangle+2\varepsilon^2\langle x,K^{-1}x\rangle.$$

If $4\varepsilon\langle x,K^{-1}x\rangle\le c$, the last term is at most $c\varepsilon/2$. With $c\varepsilon\le\eta$ this yields $\varepsilon\le4\langle\rho,K^{-1}\rho\rangle/c$. Some such condition is needed, since an excited eigenvector has $\rho=0$ and a positive error. Checking it requires a prior bound on $\varepsilon$.

## A preconditioner that gives the error itself

If $S$ is strictly positive on nonzero vectors orthogonal to $u$, take $K=S+uu^{T}$. For $v\ne0$, $\langle v,Kv\rangle=\langle v,Sv\rangle+\langle u,v\rangle^2>0$: the first term is positive unless $v$ is a multiple of $u$, and then the second is. Also $Kw=Sw=r$, so $\eta=\langle r,w\rangle=\varepsilon$. Building this $K$ takes the exact $e$ and $u$, so it is an ideal case and not a practical choice.

## Reading the Lean statement

States are functions `n → ℝ` on a finite index type, `⬝ᵥ` is the inner product and `*ᵥ` applies a matrix. `excitation H q` is $H-q$, and `preconditionedSq K r` is $\langle r,K^{-1}r\rangle$, without a square root. In `energy_error_bounds`, `hupper` and `hgap` are the two comparison conditions, and `hx` normalises $x$.

The basis is orthonormal, and $c$ and $C$ are assumed. Rounding errors and an approximately applied $K^{-1}$ are not modelled.

```lean
import Mathlib

open Matrix

namespace PreconditionedResidual

noncomputable section

variable {n : Type*} [Fintype n]

/-- The trial vector `x` with its component along the unit vector `u` removed. -/
def excitedPart (u x : n → ℝ) : n → ℝ := x - (u ⬝ᵥ x) • u

/-- A real symmetric matrix defines a symmetric bilinear form, whose value on a difference
expands like a square. -/
theorem symmetric_form {A : Matrix n n ℝ} (hA : A.IsSymm) (x y : n → ℝ) :
    x ⬝ᵥ A *ᵥ y = y ⬝ᵥ A *ᵥ x ∧
    ∀ t : ℝ, (x - t • y) ⬝ᵥ A *ᵥ (x - t • y) =
      x ⬝ᵥ A *ᵥ x - 2 * t * (y ⬝ᵥ A *ᵥ x) + t ^ 2 * (y ⬝ᵥ A *ᵥ y) := by
  have h : x ⬝ᵥ A *ᵥ y = y ⬝ᵥ A *ᵥ x := by
    rw [Matrix.dotProduct_mulVec x A y, ← Matrix.mulVec_transpose, hA.eq, dotProduct_comm]
  refine ⟨h, fun t => ?_⟩
  simp only [Matrix.mulVec_sub, Matrix.mulVec_smul, sub_dotProduct, dotProduct_sub,
    smul_dotProduct, dotProduct_smul, smul_eq_mul]
  linear_combination (-t) * h

/-- If `S` is symmetric and annihilates the unit vector `u`, removing the `u` component of `x`
leaves a vector orthogonal to `u` with the same `S x` and the same overlap with it. -/
theorem excitedPart_spec {S : Matrix n n ℝ} {u : n → ℝ} (hS : S.IsSymm)
    (hu : u ⬝ᵥ u = 1) (hSu : S *ᵥ u = 0) (x : n → ℝ) :
    u ⬝ᵥ excitedPart u x = 0 ∧ S *ᵥ excitedPart u x = S *ᵥ x ∧
    excitedPart u x ⬝ᵥ S *ᵥ x = x ⬝ᵥ S *ᵥ x := by
  refine ⟨?_, ?_, ?_⟩
  · rw [excitedPart, dotProduct_sub, dotProduct_smul, hu, smul_eq_mul, mul_one, sub_self]
  · rw [excitedPart, Matrix.mulVec_sub, Matrix.mulVec_smul, hSu, smul_zero, sub_zero]
  · rw [excitedPart, sub_dotProduct, smul_dotProduct, (symmetric_form hS u x).1, hSu,
      dotProduct_zero, smul_zero, sub_zero]

variable [DecidableEq n]

/-- The Hamiltonian measured from the reference energy `q`, that is `H - q`. Applied to a trial
vector it gives the residual. -/
def excitation (H : Matrix n n ℝ) (q : ℝ) : Matrix n n ℝ := H - q • (1 : Matrix n n ℝ)

/-- The preconditioned square `⟨r, K⁻¹ r⟩` of a vector `r`, for an invertible matrix `K`. It is the
square of a norm of `r` when `K` is positive definite. -/
def preconditionedSq (K : Matrix n n ℝ) (r : n → ℝ) : ℝ := r ⬝ᵥ K⁻¹ *ᵥ r

/-- A positive definite preconditioner is symmetric and has a nonnegative form, and for every
residual `r` the equation `K y = r` has a solution with `⟨r, K⁻¹ r⟩ = ⟨y, r⟩`. -/
theorem preconditioner_solve {K : Matrix n n ℝ} (hK : K.PosDef) :
    K.IsSymm ∧ (∀ x, 0 ≤ x ⬝ᵥ K *ᵥ x) ∧
    ∀ r, ∃ y, K *ᵥ y = r ∧ preconditionedSq K r = y ⬝ᵥ r := by
  refine ⟨?_, fun x => ?_, fun r => ⟨K⁻¹ *ᵥ r, ?_, dotProduct_comm _ _⟩⟩
  · have h : Kᴴ = K := hK.isHermitian
    rwa [Matrix.conjTranspose_eq_transpose_of_trivial] at h
  · simpa only [star_trivial] using hK.posSemidef.dotProduct_mulVec_nonneg x
  · rw [Matrix.mulVec_mulVec, Matrix.mul_nonsing_inv _ hK.det_pos.ne'.isUnit,
      Matrix.one_mulVec]

/-- If `0 ≤ S ≤ C K` with `S` symmetric, `K` positive definite and `C > 0`, the preconditioned
square of `S x` is at most `C ⟨x, S x⟩`. -/
theorem residual_le_error {S K : Matrix n n ℝ} {C : ℝ} (hS : S.IsSymm) (hK : K.PosDef)
    (hC : 0 < C) (hpos : ∀ v, 0 ≤ v ⬝ᵥ S *ᵥ v)
    (hSK : ∀ v, v ⬝ᵥ S *ᵥ v ≤ C * (v ⬝ᵥ K *ᵥ v)) (x : n → ℝ) :
    preconditionedSq K (S *ᵥ x) ≤ C * (x ⬝ᵥ S *ᵥ x) := by
  obtain ⟨y, hy, hest⟩ := (preconditioner_solve hK).2.2 (S *ᵥ x)
  -- positivity of `S` at `y - C x`
  have h1 := hpos (y - C • x)
  rw [(symmetric_form hS y x).2, (symmetric_form hS x y).1] at h1
  have h2 := hSK y
  rw [hy] at h2
  have h3 : 0 ≤ C * (C * (x ⬝ᵥ S *ᵥ x) - y ⬝ᵥ S *ᵥ x) := by nlinarith
  have h4 := (mul_nonneg_iff_of_pos_left hC).1 h3
  rw [hest]
  linarith

/-- Let `S` be symmetric with `S u = 0` for a unit vector `u`, and `S ≥ c K` orthogonally to `u`,
with `K` positive definite and `c > 0`. Then `⟨x, S x⟩` is nonnegative, and `c` times it is at
most the preconditioned square of `S x`. -/
theorem error_le_residual {S K : Matrix n n ℝ} {u : n → ℝ} {c : ℝ} (hS : S.IsSymm)
    (hK : K.PosDef) (hu : u ⬝ᵥ u = 1) (hSu : S *ᵥ u = 0) (hc : 0 < c)
    (hgap : ∀ w, u ⬝ᵥ w = 0 → c * (w ⬝ᵥ K *ᵥ w) ≤ w ⬝ᵥ S *ᵥ w) (x : n → ℝ) :
    0 ≤ x ⬝ᵥ S *ᵥ x ∧ c * (x ⬝ᵥ S *ᵥ x) ≤ preconditionedSq K (S *ᵥ x) := by
  obtain ⟨hKs, hKpos, hsolve⟩ := preconditioner_solve hK
  obtain ⟨y, hy, hest⟩ := hsolve (S *ᵥ x)
  obtain ⟨hw, hSw, hwx⟩ := excitedPart_spec hS hu hSu x
  have h2 := hgap _ hw
  rw [hSw, hwx] at h2
  refine ⟨(mul_nonneg hc.le (hKpos _)).trans h2, ?_⟩
  -- positivity of `K` at `y - c w`, with `w` the excited part of `x`
  have h1 := hKpos (y - c • excitedPart u x)
  rw [(symmetric_form hKs y _).2, hy, hwx] at h1
  have h3 := mul_le_mul_of_nonneg_left h2 hc.le
  rw [hest]
  nlinarith

/-- For symmetric `H` with `H u = e u`, the matrix `H - e` is symmetric and annihilates `u`, and
its expectation value in a unit vector `x` is the energy error `⟨x, H x⟩ - e`. -/
theorem excitation_spec {H : Matrix n n ℝ} {u : n → ℝ} {e : ℝ} (hH : H.IsSymm)
    (hHu : H *ᵥ u = e • u) :
    (excitation H e).IsSymm ∧ excitation H e *ᵥ u = 0 ∧
    ∀ x, x ⬝ᵥ x = 1 → x ⬝ᵥ excitation H e *ᵥ x = x ⬝ᵥ H *ᵥ x - e := by
  refine ⟨?_, ?_, fun x hx => ?_⟩
  · change (excitation H e)ᵀ = excitation H e
    simp [excitation, hH.eq]
  · rw [excitation, Matrix.sub_mulVec, Matrix.smul_mulVec, Matrix.one_mulVec, hHu, sub_self]
  · rw [excitation, Matrix.sub_mulVec, Matrix.smul_mulVec, Matrix.one_mulVec, dotProduct_sub,
      dotProduct_smul, hx, smul_eq_mul, mul_one]

/-- Let `H` be symmetric with `H u = e u`, `u` a unit vector, and let `K` be positive definite with
`H - e ≤ C K` everywhere and `H - e ≥ c K` orthogonally to `u`, where `c, C > 0`. For a unit
vector `x` with `r = (H - e) x`, the energy error lies between `⟨r, K⁻¹ r⟩ / C` and
`⟨r, K⁻¹ r⟩ / c`. -/
theorem energy_error_bounds {H K : Matrix n n ℝ} {u x : n → ℝ} {e c C : ℝ}
    (hH : H.IsSymm) (hK : K.PosDef) (hu : u ⬝ᵥ u = 1) (hHu : H *ᵥ u = e • u)
    (hc : 0 < c) (hC : 0 < C)
    (hupper : ∀ v, v ⬝ᵥ excitation H e *ᵥ v ≤ C * (v ⬝ᵥ K *ᵥ v))
    (hgap : ∀ w, u ⬝ᵥ w = 0 → c * (w ⬝ᵥ K *ᵥ w) ≤ w ⬝ᵥ excitation H e *ᵥ w)
    (hx : x ⬝ᵥ x = 1) :
    preconditionedSq K (excitation H e *ᵥ x) / C ≤ x ⬝ᵥ H *ᵥ x - e ∧
    x ⬝ᵥ H *ᵥ x - e ≤ preconditionedSq K (excitation H e *ᵥ x) / c := by
  obtain ⟨hS, hSu, herr⟩ := excitation_spec hH hHu
  have h := error_le_residual hS hK hu hSu hc hgap
  have hlow := residual_le_error hS hK hC (fun v => (h v).1) hupper x
  have hup := (h x).2
  rw [herr x hx] at hlow hup
  rw [div_le_iff₀ hC, le_div_iff₀ hc]
  constructor <;> linarith

/-- Let `H` be symmetric with `H u = e u`, `u` a unit vector, and let `K` be positive definite with
`H - e ≥ c K` orthogonally to `u`, where `c > 0`. Let `x` be a unit vector with Rayleigh quotient
`q`, and `ρ = (H - q) x`. If `4 (q - e) ⟨x, K⁻¹ x⟩ ≤ c`, the energy error `q - e` is at most
`4 ⟨ρ, K⁻¹ ρ⟩ / c`. -/
theorem rayleigh_stopping_bound {H K : Matrix n n ℝ} {u x : n → ℝ} {e c : ℝ}
    (hH : H.IsSymm) (hK : K.PosDef) (hu : u ⬝ᵥ u = 1) (hHu : H *ᵥ u = e • u) (hc : 0 < c)
    (hgap : ∀ w, u ⬝ᵥ w = 0 → c * (w ⬝ᵥ K *ᵥ w) ≤ w ⬝ᵥ excitation H e *ᵥ w)
    (hx : x ⬝ᵥ x = 1)
    (hnear : 4 * (x ⬝ᵥ H *ᵥ x - e) * preconditionedSq K x ≤ c) :
    x ⬝ᵥ H *ᵥ x - e ≤
      4 * preconditionedSq K (excitation H (x ⬝ᵥ H *ᵥ x) *ᵥ x) / c := by
  obtain ⟨hS, hSu, herr⟩ := excitation_spec hH hHu
  obtain ⟨h0, h1⟩ := error_le_residual hS hK hu hSu hc hgap x
  obtain ⟨hKs, hKpos, -⟩ := preconditioner_solve hK.inv
  rw [herr x hx] at h0 h1
  have h3 := mul_le_mul_of_nonneg_left hnear h0
  -- the exact residual is the computed one plus the energy error times `x`
  have hr : excitation H e *ᵥ x = excitation H (x ⬝ᵥ H *ᵥ x) *ᵥ x
      - (-(x ⬝ᵥ H *ᵥ x - e)) • x := by
    simp only [excitation, Matrix.sub_mulVec, Matrix.smul_mulVec, Matrix.one_mulVec]
    module
  rw [hr, preconditionedSq, (symmetric_form hKs _ x).2] at h1
  have h2 := hKpos (excitation H (x ⬝ᵥ H *ᵥ x) *ᵥ x - (x ⬝ᵥ H *ᵥ x - e) • x)
  rw [(symmetric_form hKs _ x).2] at h2
  rw [le_div_iff₀ hc]
  unfold preconditionedSq at h3 ⊢
  nlinarith

/-- Let `S` be symmetric with `S u = 0` for a unit vector `u`, and strictly positive on nonzero
vectors orthogonal to `u`. Then `K = S + u uᵀ` is positive definite, and the preconditioned
square of `S x` equals `⟨x, S x⟩`. -/
theorem ideal_preconditioner {S : Matrix n n ℝ} {u : n → ℝ} (hS : S.IsSymm)
    (hu : u ⬝ᵥ u = 1) (hSu : S *ᵥ u = 0)
    (hgap : ∀ w, w ≠ 0 → u ⬝ᵥ w = 0 → 0 < w ⬝ᵥ S *ᵥ w) :
    (S + vecMulVec u u).PosDef ∧
    ∀ x, preconditionedSq (S + vecMulVec u u) (S *ᵥ x) = x ⬝ᵥ S *ᵥ x := by
  have hKv : ∀ x, (S + vecMulVec u u) *ᵥ x = S *ᵥ x + (u ⬝ᵥ x) • u := by
    intro x
    rw [Matrix.add_mulVec]
    congr 1
    ext i
    simp only [Matrix.mulVec, dotProduct, Matrix.vecMulVec_apply, Pi.smul_apply, smul_eq_mul,
      Finset.sum_mul]
    exact Finset.sum_congr rfl (fun j _ => by ring)
  have hK : (S + vecMulVec u u).PosDef := by
    refine Matrix.posDef_iff_dotProduct_mulVec.2 ⟨?_, ?_⟩
    · refine Matrix.IsHermitian.ext fun i j => ?_
      simp [Matrix.vecMulVec_apply, hS.apply i j, mul_comm]
    · intro x hx
      obtain ⟨hw, hSw, hwx⟩ := excitedPart_spec hS hu hSu x
      rw [star_trivial, hKv, dotProduct_add, dotProduct_smul, smul_eq_mul, dotProduct_comm x u]
      by_cases h : excitedPart u x = 0
      · -- `x` is a multiple of `u`, so its overlap with `u` is nonzero
        have ha : u ⬝ᵥ x ≠ 0 := by
          intro h0
          rw [excitedPart, h0, zero_smul, sub_zero] at h
          exact hx h
        rw [← hwx, h, zero_dotProduct, zero_add]
        exact mul_self_pos.2 ha
      · have hp := hgap _ h hw
        rw [hSw, hwx] at hp
        exact add_pos_of_pos_of_nonneg hp (mul_self_nonneg _)
  refine ⟨hK, fun x => ?_⟩
  obtain ⟨hKs, -, hsolve⟩ := preconditioner_solve hK
  obtain ⟨y, hy, hest⟩ := hsolve (S *ᵥ x)
  obtain ⟨hw, hSw, hwx⟩ := excitedPart_spec hS hu hSu x
  -- the excited part of `x` solves the preconditioner equation
  have hKw : (S + vecMulVec u u) *ᵥ excitedPart u x = S *ᵥ x := by
    rw [hKv, hw, hSw, zero_smul, add_zero]
  have h := (symmetric_form hKs y (excitedPart u x)).1
  rw [hKw, hy, hwx] at h
  rw [hest, h]

/-- The two-level Hamiltonian with rows `(17, -12)` and `(-12, 10)`, preconditioned by its
diagonal, meets the hypotheses of the error bounds with `u = (3/5, 4/5)`, `e = 1`, `c = 1` and
`C = 2`. -/
theorem energy_error_bounds_witness :
    let H : Matrix (Fin 2) (Fin 2) ℝ := !![17, -12; -12, 10]
    let K : Matrix (Fin 2) (Fin 2) ℝ := Matrix.diagonal ![17, 10]
    let u : Fin 2 → ℝ := ![3 / 5, 4 / 5]
    H.IsSymm ∧ K.PosDef ∧ u ⬝ᵥ u = 1 ∧ H *ᵥ u = (1 : ℝ) • u ∧
    (∀ v, v ⬝ᵥ excitation H 1 *ᵥ v ≤ 2 * (v ⬝ᵥ K *ᵥ v)) ∧
    (∀ w, u ⬝ᵥ w = 0 → 1 * (w ⬝ᵥ K *ᵥ w) ≤ w ⬝ᵥ excitation H 1 *ᵥ w) := by
  intro H K u
  have hKf : ∀ v : Fin 2 → ℝ, v ⬝ᵥ K *ᵥ v = 17 * v 0 ^ 2 + 10 * v 1 ^ 2 := by
    intro v
    simp only [K, Matrix.mulVec_diagonal, dotProduct, Fin.sum_univ_two, Matrix.cons_val_zero,
      Matrix.cons_val_one]
    ring
  have hSf : ∀ v : Fin 2 → ℝ, v ⬝ᵥ excitation H 1 *ᵥ v = (4 * v 0 - 3 * v 1) ^ 2 := by
    intro v
    simp [H, excitation, Matrix.mulVec, dotProduct, Fin.sum_univ_two]
    ring
  refine ⟨?_, ?_, ?_, ?_, fun v => ?_, fun w hw => ?_⟩
  · refine Matrix.IsSymm.ext fun i j => ?_
    fin_cases i <;> fin_cases j <;> simp [H]
  · refine Matrix.PosDef.diagonal fun i => ?_
    fin_cases i <;> norm_num
  · norm_num [u, dotProduct, Fin.sum_univ_two]
  · ext i
    fin_cases i <;> norm_num [H, u, Matrix.mulVec, dotProduct, Fin.sum_univ_two]
  · rw [hKf, hSf]
    nlinarith [sq_nonneg (4 * v 0 + 3 * v 1), sq_nonneg (v 0), sq_nonneg (v 1)]
  · have h : 3 / 5 * w 0 + 4 / 5 * w 1 = 0 := by
      simpa [u, dotProduct, Fin.sum_univ_two] using hw
    have h0 : w 0 = -(4 / 3) * w 1 := by linarith
    rw [hKf, hSf, h0]
    nlinarith [sq_nonneg (w 1)]

end

end PreconditionedResidual
```

```lean
#print axioms PreconditionedResidual.energy_error_bounds
#print axioms PreconditionedResidual.rayleigh_stopping_bound
#print axioms PreconditionedResidual.ideal_preconditioner
```

```
'PreconditionedResidual.energy_error_bounds' depends on axioms: [propext, Classical.choice, Quot.sound]
'PreconditionedResidual.rayleigh_stopping_bound' depends on axioms: [propext, Classical.choice, Quot.sound]
'PreconditionedResidual.ideal_preconditioner' depends on axioms: [propext, Classical.choice, Quot.sound]
```

## From the squares to the Lean proof

`symmetric_form` expands the squares, `excitedPart_spec` gives the properties of $w$, and `preconditioner_solve` supplies $y$. `excitation_spec` identifies $\langle x,Sx\rangle$ with the energy error.

In `residual_le_error`, `h1` is the square at $y-Cx$ and `h2` is the comparison with $K$. `nlinarith` combines them into $C(C\varepsilon-\eta)\ge0$, and the positive factor $C$ is then cancelled. In `error_le_residual`, `h2` is the gap condition at $w$, which also gives $\varepsilon\ge0$, and `h1` is the square at $y-cw$. `energy_error_bounds` feeds that nonnegativity into the lower bound and divides by the constants.

In `rayleigh_stopping_bound`, `hr` is the decomposition of $r$, `h2` is positivity of $K^{-1}$, and `h3` is the closeness condition multiplied by $\varepsilon$. `ideal_preconditioner` proves positive definiteness by cases on whether the excited part vanishes, then uses symmetry of $K$ to obtain $\langle y,r\rangle=\varepsilon$.

`energy_error_bounds_witness` checks the hypotheses for a two-level Hamiltonian with its diagonal as $K$, $c=1$ and $C=2$. There $\langle v,Sv\rangle=(4v_0-3v_1)^2$, which reduces both comparisons to inequalities between squares.
